# Powers of the transfer matrix of the Ising chain: $\operatorname{tr} T^n = p^n + q^n$ with $|q| < p$

Take $n$ Ising spins $s_0, \dots, s_{n-1}$, each equal to $+1$ or $-1$, on a ring with $s_n = s_0$. Neighbours interact with a coupling $J$ and every spin feels a uniform field $B$, so the energy of a configuration is $-J\sum_j s_j s_{j+1} - B\sum_j s_j$. At inverse temperature $\beta$ only the reduced coupling $K = \beta J$ and the reduced field $h = \beta B$ enter the partition function

$$Z_n = \sum_{s_0,\dots,s_{n-1}} \exp\Big(K\sum_j s_j s_{j+1} + h\sum_j s_j\Big).$$

The sum has $2^n$ terms, and one wants it in closed form, together with the limit of $\frac1n\log Z_n$, which is $-\beta$ times the free energy per site of the long ring. On a ring every spin occurs once as the left end $s_j$ and once as the right end $s_{j+1}$ of a bond, so $\sum_j s_j = \sum_j (s_j + s_{j+1})/2$ and the Boltzmann weight factorises into one factor per bond,

$$Z_n = \sum_{s_0,\dots,s_{n-1}} \prod_{j=0}^{n-1} T(s_j, s_{j+1}), \qquad T(s,s') = \exp\Big(K s s' + h\,\frac{s+s'}{2}\Big).$$

Summing over $s_1, \dots, s_{n-1}$ multiplies $n$ copies of the $2\times2$ matrix $T$, and summing over $s_0 = s_n$ takes the trace, so $Z_n = \operatorname{tr} T^n$ for $n \ge 1$. The Lean file never writes down the sum over configurations, so this identification, and with it every reading of a trace as a partition function below, rests on the argument on paper alone. The formal work starts from the matrix $T$. The closed form of $Z_n$ gives exact finite-size reference values for testing a Monte Carlo code, such as the mean energy $-\partial \log Z_n/\partial\beta$ at fixed $J$ and $B$, for the classical one-dimensional ring with nearest-neighbour coupling and uniform field only.

```lean
import Mathlib

open Matrix Real Filter Topology

namespace IsingTransferMatrix

noncomputable section
```

## The matrix and the two roots

The two states of a spin are labelled by $i \in \{0, 1\}$, the type `Fin 2`, with spin values $\sigma(0) = +1$ and $\sigma(1) = -1$.

```lean
/-- The value of an Ising spin: state `0` is up (+1), state `1` is down (-1). -/
def spin : Fin 2 → ℝ := ![1, -1]
```

Rows and columns of $T$ carry the same labels, so index $0$ is up and index $1$ is down:

$$T = \begin{pmatrix} e^{K+h} & e^{-K} \\ e^{-K} & e^{K-h} \end{pmatrix}.$$

Both parameters are arbitrary finite real numbers. Positive $K$ is the ferromagnet, negative $K$ the antiferromagnet, and zero temperature, where $K$ or $h$ would be infinite, is not covered.

```lean
/-- Transfer matrix of the Ising chain with reduced coupling `K` and reduced field `h`. -/
def transfer (K h : ℝ) : Matrix (Fin 2) (Fin 2) ℝ :=
  !![exp (K + h), exp (-K); exp (-K), exp (K - h)]
```

The characteristic polynomial of $T$ is $\lambda^2 - (\operatorname{tr} T)\lambda + \det T$ with $\operatorname{tr} T = 2e^K\cosh h$ and $\det T = e^{2K} - e^{-2K}$. A quarter of its discriminant is $e^{2K}\cosh^2 h - e^{2K} + e^{-2K} = e^{2K}\sinh^2 h + e^{-2K}$. This suggests the definition

$$g = \sqrt{e^{2K}\sinh^2 h + e^{-2K}},$$

called `gap` in Lean. It is half the distance between the two roots.

```lean
/-- The square root `sqrt (exp(2K) sinh² h + exp(-2K))`. -/
def gap (K h : ℝ) : ℝ := √(exp (2 * K) * sinh h ^ 2 + exp (-2 * K))
```

The upper root is $p = e^K\cosh h + g$.

```lean
/-- The upper root `p = exp K cosh h + sqrt (exp(2K) sinh² h + exp(-2K))`. -/
def lamPlus (K h : ℝ) : ℝ := exp K * cosh h + gap K h
```

The lower root is $q = e^K\cosh h - g$.

```lean
/-- The lower root `q = exp K cosh h - sqrt (exp(2K) sinh² h + exp(-2K))`. -/
def lamMinus (K h : ℝ) : ℝ := exp K * cosh h - gap K h
```

Here `lamPlus` and `lamMinus` are explicit real numbers. They are the eigenvalues of $T$, being the roots of its characteristic polynomial, but no theorem below says so: they are tied to $T$ only through their sum and product, which are shown to equal the trace and the determinant, and no eigenvector appears.

The first check is that the matrix holds the bond weights, $T_{ij} = \exp\big(K\sigma(i)\sigma(j) + h(\sigma(i)+\sigma(j))/2\big)$. For $(i,j) = (0,0)$ the exponent is $K + h$. For $(0,1)$ and $(1,0)$ the product of spins is $-1$ and their sum vanishes, which leaves $-K$. For $(1,1)$ the exponent is $K - h$.

```lean
/-- Each entry of the transfer matrix is the bond Boltzmann weight
`exp (K s s' + h (s + s') / 2)`. -/
theorem transfer_apply (K h : ℝ) (i j : Fin 2) :
    transfer K h i j = exp (K * spin i * spin j + h * (spin i + spin j) / 2) := by
  fin_cases i <;> fin_cases j
  · show exp (K + h) = exp (K * 1 * 1 + h * (1 + 1) / 2)
    congr 1
    ring
  · show exp (-K) = exp (K * 1 * (-1) + h * (1 + (-1)) / 2)
    congr 1
    ring
  · show exp (-K) = exp (K * (-1) * 1 + h * ((-1) + 1) / 2)
    congr 1
    ring
  · show exp (K - h) = exp (K * (-1) * (-1) + h * ((-1) + (-1)) / 2)
    congr 1
    ring
```

The two `fin_cases` produce these four cases. In each, `show` writes out the spin values, `congr 1` strips the exponential, and `ring` compares the exponents.

## Traces of powers from trace and determinant

The usual route diagonalises $T$. A shorter one needs only a recurrence. Let $A$ be any $2\times2$ matrix with entries $a_{00}, a_{01}, a_{10}, a_{11}$. The Cayley–Hamilton identity in two dimensions reads

$$A^2 = (\operatorname{tr} A)\,A - (\det A)\,\mathbb 1 .$$

In the $(0,0)$ entry the left side is $a_{00}^2 + a_{01}a_{10}$ and the right side is $(a_{00}+a_{11})a_{00} - (a_{00}a_{11} - a_{01}a_{10})$, which is the same. In the $(0,1)$ entry both sides are $(a_{00}+a_{11})a_{01}$. The other two entries follow on exchanging the labels.

Suppose $\operatorname{tr} A = p + q$ and $\det A = pq$ for some $p$ and $q$, and put $t_m = \operatorname{tr} A^m$. Multiplying the identity by $A^m$ and taking the trace gives

$$t_{m+2} = (p+q)\,t_{m+1} - pq\,t_m .$$

The starting values are $t_0 = \operatorname{tr}\mathbb 1 = 2 = p^0 + q^0$ and $t_1 = p + q$. If the formula $t_m = p^m + q^m$ holds at $m$ and at $m+1$, then

$$t_{m+2} = (p+q)(p^{m+1}+q^{m+1}) - pq\,(p^m + q^m) = p^{m+2} + q^{m+2},$$

because the cross terms $pq^{m+1} + qp^{m+1}$ cancel against $pq\,(p^m+q^m)$.

```lean
/-- If a 2 by 2 matrix has trace `p + q` and determinant `p q`, then the trace of its
`n`-th power is `p ^ n + q ^ n`. -/
theorem trace_pow_of_trace_det {R : Type*} [CommRing R] (A : Matrix (Fin 2) (Fin 2) R)
    (p q : R) (htr : A.trace = p + q) (hdet : A.det = p * q) (n : ℕ) :
    (A ^ n).trace = p ^ n + q ^ n := by
  -- Cayley-Hamilton in dimension two
  have hCH : A * A = A.trace • A - A.det • (1 : Matrix (Fin 2) (Fin 2) R) := by
    ext i j
    fin_cases i <;> fin_cases j <;>
      simp [Matrix.mul_apply, Fin.sum_univ_two, Matrix.trace_fin_two, Matrix.det_fin_two] <;>
      ring
  rw [htr, hdet] at hCH
  -- the traces obey a two-step recurrence
  have hrec : ∀ m : ℕ, (A ^ (m + 1 + 1)).trace
      = (p + q) * (A ^ (m + 1)).trace - p * q * (A ^ m).trace := by
    intro m
    have h2 : A ^ (m + 1 + 1) = (p + q) • A ^ (m + 1) - (p * q) • A ^ m := by
      calc A ^ (m + 1 + 1) = A ^ m * (A * A) := by rw [pow_succ, pow_succ, mul_assoc]
        _ = (p + q) • A ^ (m + 1) - (p * q) • A ^ m := by
          rw [hCH, Matrix.mul_sub, Matrix.mul_smul, Matrix.mul_smul, Matrix.mul_one, pow_succ]
    rw [h2, Matrix.trace_sub, Matrix.trace_smul, Matrix.trace_smul, smul_eq_mul, smul_eq_mul]
  have key : ∀ m : ℕ, (A ^ m).trace = p ^ m + q ^ m ∧
      (A ^ (m + 1)).trace = p ^ (m + 1) + q ^ (m + 1) := by
    intro m
    induction m with
    | zero =>
      constructor
      · rw [pow_zero, pow_zero, pow_zero, Matrix.trace_fin_two, Matrix.one_apply_eq,
          Matrix.one_apply_eq]
      · rw [zero_add, pow_one, pow_one, pow_one, htr]
    | succ m ih =>
      refine ⟨ih.2, ?_⟩
      rw [hrec, ih.1, ih.2]
      ring
  exact (key n).1
```

The lemma holds over any commutative ring `R`. It does not ask that $A$ be symmetric or diagonalisable, or that $p \ne q$, since the argument never divides. The step `hCH` is the entrywise check, `hrec` is the recurrence, with `h2` the matrix identity before the trace is taken, and `key` is the induction.

The shape of `key` is worth reusing. A recurrence that reaches back two steps does not fit ordinary induction, whose hypothesis covers one earlier value. Proving the conjunction of the claim at $m$ and at $m+1$ repairs this. In the step, the first half of the new pair is `ih.2` unchanged, and the second half follows from `hrec` with both `ih.1` and `ih.2`. The wanted statement is the first component, `(key n).1`.

## Trace and determinant of the transfer matrix

Write $E = e^K$, $F = e^{-K}$, $C = \cosh h$ and $S = \sinh h$. Since $e^{\pm h} = C \pm S$, the diagonal entries are $e^{K+h} = E(C+S)$ and $e^{K-h} = E(C-S)$. Their sum is $2EC$, and $p + q = (EC + g) + (EC - g) = 2EC$ as well.

```lean
/-- The trace of the transfer matrix is `p + q`. -/
theorem trace_transfer (K h : ℝ) :
    (transfer K h).trace = lamPlus K h + lamMinus K h := by
  have h1 : exp (K + h) = exp K * (cosh h + sinh h) := by
    rw [cosh_add_sinh, exp_add]
  have h2 : exp (K - h) = exp K * (cosh h - sinh h) := by
    rw [cosh_sub_sinh, sub_eq_add_neg, exp_add]
  rw [transfer, Matrix.trace_fin_two_of, h1, h2, lamPlus, lamMinus]
  ring
```

The equations `h1` and `h2` are the two rewritings of the diagonal.

For the determinant, note that $e^{2K} = E^2$ and $e^{-2K} = F^2$, so $g^2 = E^2S^2 + F^2$, the radicand being positive. Then

$$\det T = E(C+S)\cdot E(C-S) - F^2 = E^2C^2 - (E^2S^2 + F^2) = E^2C^2 - g^2 = (EC+g)(EC-g) = pq .$$

```lean
/-- The determinant of the transfer matrix is `p q`. -/
theorem det_transfer (K h : ℝ) :
    (transfer K h).det = lamPlus K h * lamMinus K h := by
  have h1 : exp (K + h) = exp K * (cosh h + sinh h) := by
    rw [cosh_add_sinh, exp_add]
  have h2 : exp (K - h) = exp K * (cosh h - sinh h) := by
    rw [cosh_sub_sinh, sub_eq_add_neg, exp_add]
  have h3 : exp (2 * K) = exp K * exp K := by
    rw [← exp_add, two_mul]
  have h4 : exp (-2 * K) = exp (-K) * exp (-K) := by
    rw [← exp_add]
    congr 1
    ring
  have hg : gap K h ^ 2 = exp (2 * K) * sinh h ^ 2 + exp (-2 * K) :=
    Real.sq_sqrt (by positivity)
  rw [h3, h4] at hg
  rw [transfer, Matrix.det_fin_two_of, h1, h2, lamPlus, lamMinus]
  linear_combination hg
```

Here `h3` and `h4` turn the doubled exponents into products, and `hg` is the formula for $g^2$, obtained from `Real.sq_sqrt` once `positivity` has shown the radicand non-negative. After unfolding, the left side of the goal minus its right side equals $g^2 - E^2S^2 - F^2$ as a polynomial, and this is the left side of `hg` minus its right side. That is what `linear_combination hg` verifies. In this arrangement the relation $\cosh^2 h - \sinh^2 h = 1$ is not needed.

## The upper root dominates

The inequality $|q| < p$ means $-p < q$ and $q < p$. The first is $p + q = 2e^K\cosh h > 0$, true because both factors are positive. The second is $p - q = 2g > 0$, true because the radicand is at least $e^{-2K} > 0$.

```lean
/-- The upper root strictly exceeds the modulus of the lower root. -/
theorem abs_lamMinus_lt (K h : ℝ) : |lamMinus K h| < lamPlus K h := by
  have hg : 0 < gap K h := Real.sqrt_pos.2 (by positivity)
  have hc : 0 < exp K * cosh h := mul_pos (exp_pos K) (cosh_pos h)
  rw [abs_lt, lamPlus, lamMinus]
  constructor <;> linarith
```

The rewrite with `abs_lt` splits the modulus into these two inequalities, and `linarith` closes them from `hc` and `hg`. The modulus matters: $pq = e^{2K} - e^{-2K}$ is negative for $K < 0$, so the antiferromagnetic chain has $q < 0$.

## The main statement

Applying the general lemma to $A = T$ with the trace and determinant just found gives $\operatorname{tr} T^n = p^n + q^n$, and the inequality is attached as a second claim.

```lean
/-- For all real `K`, `h` and every `n`, `trace (T ^ n) = p ^ n + q ^ n`, and `|q| < p`. -/
theorem trace_transfer_pow (K h : ℝ) :
    (∀ n : ℕ, (transfer K h ^ n).trace = lamPlus K h ^ n + lamMinus K h ^ n) ∧
      |lamMinus K h| < lamPlus K h :=
  ⟨trace_pow_of_trace_det _ _ _ (trace_transfer K h) (det_transfer K h), abs_lamMinus_lt K h⟩
```

In words: for all real $K$ and $h$, with no further hypothesis, the trace of the $n$-th matrix power of `transfer K h` equals `lamPlus K h ^ n + lamMinus K h ^ n` for every natural number $n$, and $|q| < p$ strictly. The smallest cases are included. At $n = 0$ there is no ring and the equation says $\operatorname{tr}\mathbb 1 = 1 + 1$, which remains correct at $K = 0$, where $q = 0$, since a zeroth power is $1$. At $n = 1$ the ring is one spin bonded to itself, with $\operatorname{tr} T = e^{K+h} + e^{K-h}$. At $n = 2$ the two spins are joined by two bonds. The trace corresponds to periodic boundary conditions and the single matrix to uniform $K$ and $h$. Open chains, disorder, longer-range couplings, the magnetisation and the correlation functions are not treated.

## Zero field

At $h = 0$ one has $\sinh h = 0$ and $\cosh h = 1$, so $g = \sqrt{e^{-K}e^{-K}} = e^{-K}$. Hence $p = e^K + e^{-K} = 2\cosh K$ and $q = e^K - e^{-K} = 2\sinh K$, and

$$\operatorname{tr} T^n\big|_{h=0} = (2\cosh K)^n + (2\sinh K)^n .$$

```lean
/-- At zero field, `trace (T ^ n) = (2 cosh K) ^ n + (2 sinh K) ^ n`. -/
theorem trace_transfer_pow_zero_field (K : ℝ) (n : ℕ) :
    (transfer K 0 ^ n).trace = (2 * cosh K) ^ n + (2 * sinh K) ^ n := by
  have hg : gap K 0 = exp (-K) := by
    have h4 : exp (2 * K) * sinh 0 ^ 2 + exp (-2 * K) = exp (-K) * exp (-K) := by
      have h5 : -2 * K = -K + -K := by ring
      rw [sinh_zero, h5, exp_add]
      ring
    rw [gap, h4, Real.sqrt_mul_self (exp_pos _).le]
  have hp : lamPlus K 0 = 2 * cosh K := by
    rw [lamPlus, hg, cosh_zero, Real.cosh_eq]
    ring
  have hq : lamMinus K 0 = 2 * sinh K := by
    rw [lamMinus, hg, cosh_zero, Real.sinh_eq]
    ring
  rw [(trace_transfer_pow K 0).1 n, hp, hq]
```

The steps `hg`, `hp` and `hq` are these three evaluations, with `Real.sqrt_mul_self` removing the root of a square of a positive number. The values of $p$ and $q$ are intermediate facts of the proof, and the theorem itself states the trace formula.

## The logarithm per site

Consider a ring of $n + 1$ sites, $n = 0, 1, 2, \dots$, which keeps the number of sites positive. From $0 \le |q| < p$ follow $p > 0$ and $|r| < 1$ for the ratio $r = q/p$. Factoring out the upper root gives

$$\operatorname{tr} T^{n+1} = p^{n+1}\big(1 + r^{n+1}\big).$$

Since $|r^{n+1}| = |r|^{n+1} < 1$, the bracket is positive, and so is the trace. Taking the logarithm and dividing by the number of sites,

$$\frac{\log \operatorname{tr} T^{n+1}}{n+1} = \log p + \log\big(1 + r^{n+1}\big)\cdot\frac{1}{n+1}.$$

As $n \to \infty$, $r^{n+1} \to 0$, so by continuity the logarithm of the bracket tends to $\log 1$. The factor $1/(n+1)$ tends to $0$, the product tends to $0$, and the left side tends to $\log p$. With $Z_{n+1} = \operatorname{tr} T^{n+1}$ this says that the free energy per site of the infinite ring is $-\beta^{-1}\log p$.

```lean
/-- The trace of `T ^ (n + 1)` is positive, and its logarithm per site tends to `log p`
as the number of sites grows. -/
theorem log_trace_per_site (K h : ℝ) :
    (∀ n : ℕ, 0 < (transfer K h ^ (n + 1)).trace) ∧
      Tendsto (fun n : ℕ => Real.log (transfer K h ^ (n + 1)).trace / ((n : ℝ) + 1)) atTop
        (𝓝 (Real.log (lamPlus K h))) := by
  obtain ⟨htr, hlt⟩ := trace_transfer_pow K h
  generalize lamPlus K h = p at htr hlt ⊢
  generalize lamMinus K h = q at htr hlt ⊢
  have hp : 0 < p := lt_of_le_of_lt (abs_nonneg q) hlt
  have hr : |q / p| < 1 := by
    rw [abs_div, abs_of_pos hp, div_lt_one hp]
    exact hlt
  -- factor out the dominant root
  have hfac : ∀ n : ℕ, (transfer K h ^ (n + 1)).trace
      = p ^ (n + 1) * (1 + (q / p) ^ (n + 1)) := by
    intro n
    rw [htr, mul_add, mul_one, ← mul_pow, mul_div_cancel₀ q hp.ne']
  have hpos : ∀ n : ℕ, 0 < 1 + (q / p) ^ (n + 1) := by
    intro n
    have h1 : |(q / p) ^ (n + 1)| < 1 := by
      rw [abs_pow]
      exact pow_lt_one₀ (abs_nonneg _) hr (Nat.succ_ne_zero n)
    have h2 := (abs_lt.1 h1).1
    linarith
  refine ⟨fun n => ?_, ?_⟩
  · rw [hfac]
    exact mul_pos (pow_pos hp _) (hpos n)
  -- the correction from the lower root dies out
  have t1 : Tendsto (fun n : ℕ => (q / p) ^ (n + 1)) atTop (𝓝 0) :=
    (tendsto_pow_atTop_nhds_zero_of_abs_lt_one hr).comp (tendsto_add_atTop_nat 1)
  have t2 : Tendsto (fun n : ℕ => Real.log (1 + (q / p) ^ (n + 1))) atTop
      (𝓝 (Real.log (1 + 0))) :=
    (t1.const_add 1).log (by norm_num)
  have t3 : Tendsto (fun n : ℕ => 1 / ((n : ℝ) + 1)) atTop (𝓝 0) :=
    tendsto_one_div_add_atTop_nhds_zero_nat
  have t4 := (t2.mul t3).const_add (Real.log p)
  rw [mul_zero, add_zero (Real.log p)] at t4
  refine t4.congr fun n => ?_
  have hn : (n : ℝ) + 1 ≠ 0 := by positivity
  rw [hfac, Real.log_mul (pow_pos hp _).ne' (hpos n).ne', Real.log_pow]
  generalize Real.log (1 + (q / p) ^ (n + 1)) = L
  push_cast
  rw [add_div, mul_div_cancel_left₀ _ hn, mul_one_div]

end

end IsingTransferMatrix
```

```lean
#print axioms IsingTransferMatrix.transfer_apply
-- 'IsingTransferMatrix.transfer_apply' depends on axioms: [propext, Classical.choice, Quot.sound]
#print axioms IsingTransferMatrix.det_transfer
-- 'IsingTransferMatrix.det_transfer' depends on axioms: [propext, Classical.choice, Quot.sound]
#print axioms IsingTransferMatrix.trace_transfer_pow_zero_field
-- 'IsingTransferMatrix.trace_transfer_pow_zero_field' depends on axioms: [propext, Classical.choice, Quot.sound]
#print axioms IsingTransferMatrix.log_trace_per_site
-- 'IsingTransferMatrix.log_trace_per_site' depends on axioms: [propext, Classical.choice, Quot.sound]
```

The theorem has two parts. The first is positivity of `(transfer K h ^ (n + 1)).trace` for every $n$. It is stated because `Real.log` is defined on all reals, zero and negative ones included, and positivity shows that the ordinary logarithm is the one in play. The second is the limit: `Tendsto` from `atTop` to `𝓝 (Real.log (lamPlus K h))` is convergence of the sequence, indexed by natural numbers, to $\log p$ at fixed $K$ and $h$. No rate of convergence and no uniformity in the parameters is claimed.

The proof first uses `generalize` to replace the two roots by plain variables `p` and `q`, about which only the trace formula `htr` and the inequality `hlt` are known. Then `hp` and `hr` give $p > 0$ and $|q/p| < 1$, `hfac` is the factorisation and `hpos` the positivity of the bracket. The limits `t1`, `t2` and `t3` are those of $r^{n+1}$, of $\log(1 + r^{n+1})$ and of $1/(n+1)$, and `t4` assembles them into the limit of the right side of the displayed equation. Finally `t4.congr` reduces the goal to that equation for each $n$, which follows from `Real.log_mul`, `Real.log_pow` and cancellation of $n + 1$.

## A numerical instance

Take $e^K = 3/4$, an antiferromagnetic coupling, and $e^h = 3$, so that $\cosh h = 5/3$ and $\sinh h = 4/3$. Then

$$T = \begin{pmatrix} 9/4 & 4/3 \\ 4/3 & 1/4 \end{pmatrix}, \qquad g^2 = \frac{9}{16}\cdot\frac{16}{9} + \frac{16}{9} = \frac{25}{9}.$$

With $e^K\cosh h = 5/4$ and $g = 5/3$ the roots are $p = 35/12$ and $q = -5/12$. Their sum $5/2$ is the trace, and their product $-175/144$ equals $\det T = 9/16 - 16/9$. For the traces $t_m = \operatorname{tr} T^m$ the recurrence from $t_0 = 2$ and $t_1 = 5/2$ gives

$$t_2 = \frac{25}{4} + \frac{175}{72} = \frac{625}{72}, \qquad t_3 = \frac52\cdot\frac{625}{72} + \frac{175}{144}\cdot\frac52 = \frac{2375}{96},$$

and $p^3 + q^3 = (42875 - 125)/1728 = 2375/96$ agrees.

The eight configurations of the three-site ring give the same number. All spins up has weight $e^{3K+3h} = 729/64$ and all down has $e^{3K-3h} = 1/64$. A mixed configuration has one parallel and two antiparallel bonds, hence a bond factor $e^{-K} = 4/3$. The three with two spins up have weight $e^{-K+h} = 4$ each, and the three with two spins down have $e^{-K-h} = 4/9$ each. The total is $730/64 + 12 + 4/3 = 2375/96$. Here $r = -1/7$, so $\frac13\log t_3 = \log p + \frac13\log(342/343) \approx 1.0695$, against $\log p \approx 1.0704$.
